# Equal Projected Moments of Orders 1 to n Give Two Sets of n Vectors the Same Projection Polynomial

The declaration concerns two finite configurations of n real vectors in d dimensions, which can be read as the positions of n equally weighted points, with no Hamiltonian or quantum state involved. If for each k from 1 to n the sums of the k-th powers of the dot products with a fixed vector u agree, then the monic polynomials having those dot products as roots are equal. The vector u need not have unit length: for nonzero u the true scalar projections are the dot products divided by |u|, and the corresponding moments of order k are the sums divided by |u|^k. The attempt uses Newton's identities and strong induction to show that the elementary symmetric functions of the dot products agree, then expands both polynomials in these functions.

The failing Lean file:

```lean
import Mathlib

open Polynomial Matrix

namespace ProjectionPolynomialEq

noncomputable section

/-- The projected moment of order `k` along `u`: the sum over the vectors of the `k`-th powers of
their projections `u ⬝ᵥ x i`, where `u` need not have unit length. -/
def projectedMoment {n d : ℕ} (k : ℕ) (x : Fin n → Fin d → ℝ) (u : Fin d → ℝ) : ℝ :=
  ∑ i, (u ⬝ᵥ x i) ^ k

/-- If two configurations of `n` vectors have equal projected moments of orders `1` to `n`
along `u`, the monic polynomials whose roots are their projections on `u` coincide. -/
theorem projection_polynomial_eq {n d : ℕ} (x y : Fin n → Fin d → ℝ) (u : Fin d → ℝ)
    (h : ∀ k, 1 ≤ k → k ≤ n → projectedMoment k x u = projectedMoment k y u) :
    ∏ i, (X - C (u ⬝ᵥ x i)) = ∏ i, (X - C (u ⬝ᵥ y i)) := by
  -- Newton's identities, evaluated at a tuple of numbers
  have key : ∀ (k : ℕ) (q : Fin n → ℝ),
      (k : ℝ) * MvPolynomial.aeval q (MvPolynomial.esymm (Fin n) ℝ k) =
      (-1) ^ (k + 1) * ∑ a ∈ (Finset.antidiagonal k).filter (fun a => a.1 < k),
        (-1) ^ a.1 * MvPolynomial.aeval q (MvPolynomial.esymm (Fin n) ℝ a.1) *
          ∑ i, q i ^ a.2 := by
    intro k q
    have := congrArg (MvPolynomial.aeval q) (MvPolynomial.mul_esymm_eq_sum (Fin n) ℝ k)
    simp only [map_mul, map_natCast, map_pow, map_neg, map_one, map_sum,
      MvPolynomial.psum, MvPolynomial.aeval_X] at this
    exact this
  -- hence the power sums fix the elementary symmetric functions
  have newton : ∀ f g : Fin n → ℝ,
      (∀ k, 1 ≤ k → k ≤ n → ∑ i, f i ^ k = ∑ i, g i ^ k) → ∀ k, k ≤ n →
      MvPolynomial.aeval f (MvPolynomial.esymm (Fin n) ℝ k) =
        MvPolynomial.aeval g (MvPolynomial.esymm (Fin n) ℝ k) := by
    intro f g hfg k
    induction k using Nat.strong_induction_on with
    | _ k ih =>
      intro hk
      rcases Nat.eq_zero_or_pos k with h0 | hpos
      · subst h0
        simp [MvPolynomial.esymm_zero]
      · have hk0 : (k : ℝ) ≠ 0 := Nat.cast_ne_zero.mpr (by omega)
        apply mul_left_cancel₀ hk0
        rw [key k f, key k g]
        congr 1
        refine Finset.sum_congr rfl fun a ha => ?_
        rw [Finset.mem_filter, Finset.mem_antidiagonal] at ha
        rw [ih a.1 ha.2 (by omega), hfg a.2 (by omega) (by omega)]
  -- and these are the coefficients of the polynomial
  have expand : ∀ q : Fin n → ℝ, ∏ i, (X - C (q i)) =
      ∑ j ∈ Finset.range (n + 1), (-1) ^ j *
        (C (MvPolynomial.aeval q (MvPolynomial.esymm (Fin n) ℝ j)) * X ^ (n - j)) := by
    intro q
    have hc : Multiset.card (Finset.univ : Finset (Fin n)).val = n := by simp
    have := Multiset.prod_X_sub_X_eq_sum_esymm (Finset.univ.val.map q)
    rw [Multiset.map_map, Multiset.card_map, hc] at this
    simp only [MvPolynomial.aeval_esymm_eq_multiset_esymm]
    exact this
  rw [expand (fun i => u ⬝ᵥ x i), expand (fun i => u ⬝ᵥ y i)]
  refine Finset.sum_congr rfl fun j hj => ?_
  rw [newton _ _ h j (by have := Finset.mem_range.mp hj; omega)]

end

end ProjectionPolynomialEq
```

Lean reports:

```
Main.lean:22:50: error: Application type mismatch: The argument
  k
has type
  ℕ
of sort `Type` but is expected to have type
  Set.IsPWO ?m.98
of sort `Prop` in the application
  Finset.antidiagonal k
Main.lean:23:15: error: Invalid projection: Type of
  a
is not known; cannot resolve projection `1`
Main.lean:23:72: error: Invalid projection: Type of
  a
is not known; cannot resolve projection `1`
Main.lean:24:21: error: Invalid projection: Type of
  a
is not known; cannot resolve projection `2`
Main.lean:18:57: error: unsolved goals
n d : ℕ
x y : Fin n → Fin d → ℝ
u : Fin d → ℝ
h : ∀ (k : ℕ), 1 ≤ k → k ≤ n → projectedMoment k x u = projectedMoment k y u
⊢ ∏ i, (X - C (u ⬝ᵥ x i)) = ∏ i, (X - C (u ⬝ᵥ y i))
```

Fix (accepted with no message):

```diff
@@ -17,16 +17,5 @@
     (h : ∀ k, 1 ≤ k → k ≤ n → projectedMoment k x u = projectedMoment k y u) :
     ∏ i, (X - C (u ⬝ᵥ x i)) = ∏ i, (X - C (u ⬝ᵥ y i)) := by
-  -- Newton's identities, evaluated at a tuple of numbers
-  have key : ∀ (k : ℕ) (q : Fin n → ℝ),
-      (k : ℝ) * MvPolynomial.aeval q (MvPolynomial.esymm (Fin n) ℝ k) =
-      (-1) ^ (k + 1) * ∑ a ∈ (Finset.antidiagonal k).filter (fun a => a.1 < k),
-        (-1) ^ a.1 * MvPolynomial.aeval q (MvPolynomial.esymm (Fin n) ℝ a.1) *
-          ∑ i, q i ^ a.2 := by
-    intro k q
-    have := congrArg (MvPolynomial.aeval q) (MvPolynomial.mul_esymm_eq_sum (Fin n) ℝ k)
-    simp only [map_mul, map_natCast, map_pow, map_neg, map_one, map_sum,
-      MvPolynomial.psum, MvPolynomial.aeval_X] at this
-    exact this
-  -- hence the power sums fix the elementary symmetric functions
+  -- by Newton's identities the power sums fix the elementary symmetric functions
   have newton : ∀ f g : Fin n → ℝ,
       (∀ k, 1 ≤ k → k ≤ n → ∑ i, f i ^ k = ∑ i, g i ^ k) → ∀ k, k ≤ n →
@@ -41,10 +30,14 @@
         simp [MvPolynomial.esymm_zero]
       · have hk0 : (k : ℝ) ≠ 0 := Nat.cast_ne_zero.mpr (by omega)
+        have hf := congrArg (MvPolynomial.aeval f) (MvPolynomial.mul_esymm_eq_sum (Fin n) ℝ k)
+        have hg := congrArg (MvPolynomial.aeval g) (MvPolynomial.mul_esymm_eq_sum (Fin n) ℝ k)
+        simp only [map_mul, map_natCast, map_pow, map_neg, map_one, map_sum,
+          MvPolynomial.psum, MvPolynomial.aeval_X] at hf hg
         apply mul_left_cancel₀ hk0
-        rw [key k f, key k g]
+        rw [hf, hg]
         congr 1
         refine Finset.sum_congr rfl fun a ha => ?_
-        rw [Finset.mem_filter, Finset.mem_antidiagonal] at ha
-        rw [ih a.1 ha.2 (by omega), hfg a.2 (by omega) (by omega)]
+        have ha' : a.1 + a.2 = k ∧ a.1 < k := by simpa using ha
+        rw [ih a.1 ha'.2 (by omega), hfg a.2 (by omega) (by omega)]
   -- and these are the coefficients of the polynomial
   have expand : ∀ q : Fin n → ℝ, ∏ i, (X - C (q i)) =
@@ -59,5 +52,6 @@
   rw [expand (fun i => u ⬝ᵥ x i), expand (fun i => u ⬝ᵥ y i)]
   refine Finset.sum_congr rfl fun j hj => ?_
-  rw [newton _ _ h j (by have := Finset.mem_range.mp hj; omega)]
+  rw [newton (fun i => u ⬝ᵥ x i) (fun i => u ⬝ᵥ y i) h j
+    (by have := Finset.mem_range.mp hj; omega)]
 
 end
```

What went wrong. In the statement of `key`, Lean reads `Finset.antidiagonal` as a function whose first explicit argument is a proof of `Set.IsPWO`, a property of sets, so the number `k` does not fit. The sum's index set then fails to elaborate, the type of `a` stays unknown, and `a.1` and `a.2` cannot be resolved. The last message shows the main goal still open, without `key` among the hypotheses.

The repair drops `key` and applies `MvPolynomial.mul_esymm_eq_sum` directly to `f` and `g`, as `hf` and `hg`. The index set now comes from the library lemma and is never written by hand, which removes the reported errors. The rewrites use `hf` and `hg` accordingly.

No message concerns the other two code changes. `ha'` gets the membership conditions through `simpa`, without naming `Finset.mem_antidiagonal`, and the final call to `newton` spells out the two functions that Lean previously had to infer. The reworded comment is mere tidying.
